# In the quartic Landau model with a < 0 < b, a vanishing positive field leaves the order parameter √(−a/b), approached with slope 1/(−2a)

Take the Landau free energy a x²/2 + b x⁴/4 − h x of an order parameter x in a field h. Below the transition, where a < 0, minimizing it at zero field gives two answers of opposite sign, so minimization alone does not say which order parameter the system has. In a small positive field the stationarity condition has three real solutions, near √(−a/b), −√(−a/b) and 0. As the field vanishes, the second has the same slope as the first but the opposite order parameter, while the third has the negative slope 1/a. A positive field removes the ambiguity: it has exactly one global minimizer, which can be followed as the field goes to zero. In this one-variable mean-field model, that supports extrapolating an order parameter linearly from small fields to zero.

```lean
import Mathlib

open Filter Topology

namespace LandauFieldResponse

noncomputable section
```

This loads the mathematical library Mathlib and opens its notation for limits.

```lean
/-- The Landau free energy of an order parameter `x` in a conjugate field `h`. -/
def freeEnergy (a b h x : ℝ) : ℝ := a * x ^ 2 / 2 + b * x ^ 4 / 4 - h * x
```

For real numbers a, b, h and x, this defines

F(x) = a x²/2 + b x⁴/4 − h x.

Here x is the order parameter and h its conjugate field. The later hypothesis a < 0 places the system below the transition, and b > 0 keeps F bounded below. Temperature does not appear, and neither do fluctuations or spatial variation.

```lean
/-- The order parameter `x` is an equilibrium if it minimizes the free energy globally. -/
def IsEquilibrium (a b h x : ℝ) : Prop :=
  ∀ y, freeEnergy a b h x ≤ freeEnergy a b h y
```

`IsEquilibrium` says that F(x) ≤ F(y) for every real y. Equilibrium therefore means a global minimum; metastable states do not count.

```lean
/-- The spontaneous order parameter `√(-a/b)`, meant for `a < 0 < b`. -/
def spontaneous (a b : ℝ) : ℝ := √(-a / b)
```

Write m = √(−a/b) for `spontaneous a b`. Every theorem below that involves m assumes a < 0 < b, even where its description does not repeat it.

```lean
/-- Below the transition the spontaneous order parameter is positive and solves the
zero-field condition `b m² = -a`. -/
theorem spontaneous_spec {a b : ℝ} (ha : a < 0) (hb : 0 < b) :
    0 < spontaneous a b ∧ b * spontaneous a b ^ 2 = -a := by
  have hq : 0 < -a / b := div_pos (by linarith) hb
  refine ⟨Real.sqrt_pos.2 hq, ?_⟩
  have hb0 : b ≠ 0 := hb.ne'
  unfold spontaneous
  rw [Real.sq_sqrt hq.le]
  field_simp
```

In this Lean statement the hypotheses `ha` and `hb` stand in parentheses, and the claim follows the colon after them. Here a < 0 < b gives −a/b > 0, so m > 0, and squaring gives

b m² = −a.

```lean
/-- The free energy cost of moving from a stationary point `x` to any other value `y`. -/
theorem freeEnergy_sub {a b h x : ℝ} (hx : a * x + b * x ^ 3 = h) (y : ℝ) :
    freeEnergy a b h y - freeEnergy a b h x =
      (y - x) ^ 2 * (b * (y + x) ^ 2 / 4 + (a + b * x ^ 2) / 2) := by
  subst hx
  unfold freeEnergy
  ring
```

The hypothesis `hx` is the equation of state, a x + b x³ = h, which is F′(x) = 0. Substitute it for h in F(y) − F(x). The terms in a and in b become

a(y² − x²)/2 − a x(y − x) = a(y − x)²/2,

b(y⁴ − x⁴)/4 − b x³(y − x) = b(y − x)²[(y + x)² + 2x²]/4.

Their sum is the stated formula; `ring` checks the algebra. At h = 0 and x = m the second factor reduces to b(y + m)²/4, which vanishes at y = −m: this is the tie between the two signs.

```lean
/-- In a positive field the equation of state has a solution above the spontaneous value,
by at most `h / (-2a)`. -/
theorem exists_stationary {a b h : ℝ} (ha : a < 0) (hb : 0 < b) (hh : 0 < h) :
    ∃ x, spontaneous a b < x ∧ x ≤ spontaneous a b + h / (-2 * a) ∧
      a * x + b * x ^ 3 = h := by
  obtain ⟨hm, hs⟩ := spontaneous_spec ha hb
  generalize spontaneous a b = m at hm hs ⊢
  have hd : 0 < h / (-2 * a) := div_pos hh (by linarith)
  have hda : -2 * a * (h / (-2 * a)) = h := by
    have ha0 : a ≠ 0 := ha.ne
    field_simp
  generalize h / (-2 * a) = d at hd hda ⊢
  -- the field needed to hold the order parameter is 0 at m and at least h at m + d
  have h0 : a * m + b * m ^ 3 = 0 := by linear_combination m * hs
  have h1 : h ≤ a * (m + d) + b * (m + d) ^ 3 := by
    have e : a * (m + d) + b * (m + d) ^ 3 = h + (3 * b * m * d ^ 2 + b * d ^ 3) := by
      linear_combination (m + 3 * d) * hs + hda
    have p : 0 ≤ 3 * b * m * d ^ 2 + b * d ^ 3 := by positivity
    linarith
  have key : h ∈ (fun x : ℝ => a * x + b * x ^ 3) '' Set.Icc m (m + d) :=
    intermediate_value_Icc (by linarith) (by fun_prop) ⟨h0.le.trans hh.le, h1⟩
  obtain ⟨x, hx, hxe⟩ := key
  have hxe' : a * x + b * x ^ 3 = h := hxe
  refine ⟨x, lt_of_le_of_ne hx.1 ?_, hx.2, hxe'⟩
  intro hmx
  rw [← hmx] at hxe'
  linarith
```

Let g(x) = a x + b x³ and d = h/(−2a). Then g(m) = m(a + b m²) = 0, and since a + 3b m² = −2a,

g(m + d) = −2a d + 3b m d² + b d³ = h + 3b m d² + b d³ ≥ h.

The intermediate value theorem, `intermediate_value_Icc`, gives an x in [m, m + d] with g(x) = h. It is not m, because g(m) = 0 < h. The tactic `linear_combination` verifies the equations by adding multiples of known ones.

```lean
/-- A stationary point above the spontaneous value has strictly lower free energy than
every other value of the order parameter. -/
theorem stationary_strict_min {a b h x : ℝ} (ha : a < 0) (hb : 0 < b)
    (hx : spontaneous a b < x) (hst : a * x + b * x ^ 3 = h) {y : ℝ} (hy : y ≠ x) :
    freeEnergy a b h x < freeEnergy a b h y := by
  obtain ⟨hm, hs⟩ := spontaneous_spec ha hb
  have hsq : spontaneous a b ^ 2 < x ^ 2 := by nlinarith
  have hpos : 0 < a + b * x ^ 2 := by
    have := mul_lt_mul_of_pos_left hsq hb
    linarith
  have hy2 : 0 < (y - x) ^ 2 := by
    have := sub_ne_zero.2 hy
    positivity
  have h4 : 0 ≤ b * (y + x) ^ 2 := by positivity
  have hprod := mul_pos hy2
    (show 0 < b * (y + x) ^ 2 / 4 + (a + b * x ^ 2) / 2 by linarith)
  rw [← freeEnergy_sub hst y] at hprod
  linarith
```

If x > m > 0, then b x² > b m² = −a, so a + b x² > 0. The second factor in the energy difference is then positive, and so is (y − x)² when y ≠ x. Hence F(x) < F(y).

```lean
/-- Every equilibrium in a positive field lies above the spontaneous value by at most
`h / (-2a)`, and its response per unit field is exactly `1 / (b x (x + m))`, with `m` the
spontaneous value. -/
theorem equilibrium_response {a b h x : ℝ} (ha : a < 0) (hb : 0 < b) (hh : 0 < h)
    (hx : IsEquilibrium a b h x) :
    spontaneous a b < x ∧ x ≤ spontaneous a b + h / (-2 * a) ∧
      (x - spontaneous a b) / h = 1 / (b * x * (x + spontaneous a b)) := by
  obtain ⟨z, hz, hzu, hst⟩ := exists_stationary ha hb hh
  -- the equilibrium must be the stationary point found above
  have hxz : x = z := by
    by_contra hne
    exact not_lt_of_ge (hx z) (stationary_strict_min ha hb hz hst hne)
  subst hxz
  refine ⟨hz, hzu, ?_⟩
  obtain ⟨hm, hs⟩ := spontaneous_spec ha hb
  have hx0 : 0 < x := hm.trans hz
  have hden : b * x * (x + spontaneous a b) ≠ 0 := by positivity
  rw [div_eq_div_iff hh.ne' hden]
  linear_combination hst - x * hs
```

Let x be any equilibrium and z the stationary point just found. If they differed, F(z) < F(x) would contradict minimality, so x = z and x inherits the bounds m < x ≤ m + h/(−2a). Using a = −b m², the equation of state factors:

h = b x(x² − m²) = b x(x − m)(x + m).

Dividing gives the exact finite-field response,

(x − m)/h = 1/(b x(x + m)).

```lean
/-- As a positive field is switched off, the equilibrium order parameter tends to the
spontaneous value. -/
theorem tendsto_equilibrium {a b : ℝ} (ha : a < 0) (hb : 0 < b) {x : ℝ → ℝ}
    (hx : ∀ h, 0 < h → IsEquilibrium a b h (x h)) :
    Tendsto x (𝓝[>] 0) (𝓝 (spontaneous a b)) := by
  have c : Continuous (fun h : ℝ => spontaneous a b + h / (-2 * a)) := by fun_prop
  have hup : Tendsto (fun h : ℝ => spontaneous a b + h / (-2 * a)) (𝓝[>] 0)
      (𝓝 (spontaneous a b)) :=
    (c.tendsto' 0 _ (by simp)).mono_left nhdsWithin_le_nhds
  refine tendsto_of_tendsto_of_tendsto_of_le_of_le' tendsto_const_nhds hup ?_ ?_
  · filter_upwards [self_mem_nhdsWithin] with h hh
    exact (equilibrium_response ha hb hh (hx h hh)).1.le
  · filter_upwards [self_mem_nhdsWithin] with h hh
    exact (equilibrium_response ha hb hh (hx h hh)).2.1
```

Now x is a function of the field that picks an equilibrium for each h > 0; its values elsewhere are unrestricted. `𝓝[>] 0` means that h approaches 0 from above. Since x(h) lies between m and m + h/(−2a), squeezing gives x(h) → m.

```lean
/-- Below the transition each positive field selects a unique equilibrium. It exceeds the
spontaneous value, tends to it as the field vanishes, and does so with slope `1 / (-2a)`. -/
theorem landau_field_response {a b : ℝ} (ha : a < 0) (hb : 0 < b) :
    (∀ h, 0 < h → ∃! x, IsEquilibrium a b h x) ∧
    ∀ x : ℝ → ℝ, (∀ h, 0 < h → IsEquilibrium a b h (x h)) →
      (∀ h, 0 < h → spontaneous a b < x h) ∧
      Tendsto x (𝓝[>] 0) (𝓝 (spontaneous a b)) ∧
      Tendsto (fun h => (x h - spontaneous a b) / h) (𝓝[>] 0) (𝓝 (1 / (-2 * a))) := by
  constructor
  · intro h hh
    obtain ⟨z, hz, -, hst⟩ := exists_stationary ha hb hh
    refine ⟨z, fun y => ?_, fun y hy => ?_⟩
    · by_cases hyz : y = z
      · rw [hyz]
      · exact (stationary_strict_min ha hb hz hst hyz).le
    · by_contra hne
      exact not_lt_of_ge (hy z) (stationary_strict_min ha hb hz hst hne)
  · intro x hx
    have hlim := tendsto_equilibrium ha hb hx
    refine ⟨fun h hh => (equilibrium_response ha hb hh (hx h hh)).1, hlim, ?_⟩
    obtain ⟨-, hs⟩ := spontaneous_spec ha hb
    have e : b * spontaneous a b * (spontaneous a b + spontaneous a b) = -2 * a := by
      linear_combination 2 * hs
    -- pass to the limit in the exact finite-field response
    have hden := (hlim.const_mul b).mul (hlim.add_const (spontaneous a b))
    rw [e] at hden
    have hne : -2 * a ≠ 0 := by linarith
    have hresp := (tendsto_const_nhds (x := (1 : ℝ))).div hden hne
    refine Tendsto.congr' ?_ hresp
    filter_upwards [self_mem_nhdsWithin] with h hh
    exact (equilibrium_response ha hb hh (hx h hh)).2.2.symm
```

This is the main result. `∃!` reads "there is exactly one": the stationary point above m is an equilibrium, and strictness excludes any other. For every function selecting equilibria, the theorem then gives x(h) > m, x(h) → m and the slope. The slope comes from letting x → m in the exact response:

(x(h) − m)/h → 1/(2b m²) = 1/(−2a).

This is the zero-field susceptibility of the ordered state, taken from the positive-field side.

```lean
/-- Reversing the field reverses the equilibrium order parameter. -/
theorem equilibrium_neg {a b h x : ℝ} (hx : IsEquilibrium a b h x) :
    IsEquilibrium a b (-h) (-x) := by
  have key : ∀ z, freeEnergy a b (-h) z = freeEnergy a b h (-z) := by
    intro z
    unfold freeEnergy
    ring
  intro y
  rw [key (-x), key y, neg_neg]
  exact hx (-y)
```

Changing the sign of both field and order parameter leaves F unchanged, so if x is an equilibrium in field h, −x is one in field −h.

```lean
/-- As a negative field is switched off, the equilibrium order parameter tends to minus the
spontaneous value. -/
theorem tendsto_equilibrium_reversed {a b : ℝ} (ha : a < 0) (hb : 0 < b) {x : ℝ → ℝ}
    (hx : ∀ h, h < 0 → IsEquilibrium a b h (x h)) :
    Tendsto x (𝓝[<] 0) (𝓝 (-spontaneous a b)) := by
  have hpos : ∀ h, 0 < h → IsEquilibrium a b h (-x (-h)) := by
    intro h hh
    have := equilibrium_neg (hx (-h) (neg_lt_zero.2 hh))
    rwa [neg_neg] at this
  have hneg : Tendsto (fun h : ℝ => -h) (𝓝[<] 0) (𝓝[>] 0) := by
    refine tendsto_nhdsWithin_iff.2
      ⟨(continuous_neg.tendsto' 0 0 neg_zero).mono_left nhdsWithin_le_nhds, ?_⟩
    filter_upwards [self_mem_nhdsWithin] with h hh
    show (0 : ℝ) < -h
    exact neg_pos.2 hh
  have hlim := ((tendsto_equilibrium ha hb hpos).comp hneg).neg
  simpa [Function.comp_def] using hlim

end

end LandauFieldResponse
```

If x(h) selects equilibria for h < 0, then −x(−h) does so for h > 0 and tends to m. Reversing the signs gives x(h) → −m as h approaches 0 from below. If the system stays in the global minimum, the sign of the field being removed decides the sign that remains; a metastable state can keep the opposite sign.

```lean
#print axioms LandauFieldResponse.landau_field_response
#print axioms LandauFieldResponse.tendsto_equilibrium_reversed
```

```
'LandauFieldResponse.landau_field_response' depends on axioms: [propext, Classical.choice, Quot.sound]
'LandauFieldResponse.tendsto_equilibrium_reversed' depends on axioms: [propext, Classical.choice, Quot.sound]
```
